# Enlarging a nested orbital basis cannot raise the DQG-relaxed energy

Let $E_M$ be the lowest energy that the DQG conditions allow for $N$ electrons in the orthonormal spin orbitals $0,\dots,M-1$. If orbital $M$ is added and the integrals on the old orbitals are kept, then

$$E_{M+1}\le E_M .$$

The integrals involving the new orbital are arbitrary. The variables are $g_{ik}=\langle a_i^\dagger a_k\rangle$ and $D_{ijkl}=\langle a_i^\dagger a_j^\dagger a_l a_k\rangle$. They satisfy $0\le g\le I$, positive semidefiniteness of $D$ and of

$$\begin{aligned}Q_{ijkl}={}&\delta_{ik}\delta_{jl}-\delta_{il}\delta_{jk}-\delta_{ik}g_{lj}-\delta_{jl}g_{ki}\\&+\delta_{il}g_{kj}+\delta_{jk}g_{li}+D_{klij},\\ G_{ijkl}={}&\delta_{jl}g_{ik}-D_{ilkj},\end{aligned}$$

antisymmetry of $D$ in each index pair, $\sum_i g_{ii}=N$ and $\sum_j D_{ijkj}=(N-1)g_{ik}$.

## Restarting a 2-RDM calculation in a larger basis

Suppose a variational 2-RDM calculation with the conditions above has finished in $M$ spin orbitals. A new basis function is orthogonalised against them and normalised, at unchanged geometry. Copying $D$ and $g$ into larger arrays and filling the rest with zeros gives a feasible starting point with the old energy. $Q$ and $G$ must be recomputed from the padded $D$ and $g$, because their new blocks are generally nonzero. The padded $D$ and $g$ are singular, so an interior-point solver, which needs positive definite matrices, cannot start from them unchanged. A new spatial function adds two spin orbitals, hence two such steps.

## Padding by zeros, block by block

Write a tilde for the zero-padded $D$ and $g$ and for the $Q$ and $G$ computed from them, and let $i,j,k,l<M$. The only entries of $\tilde Q$ involving orbital $M$ that can be nonzero are

$$\tilde Q_{iMkM}=\tilde Q_{MiMk}=\delta_{ik}-g_{ki},\qquad \tilde Q_{iMMk}=\tilde Q_{MikM}=-(\delta_{ik}-g_{ki}).$$

For pair amplitudes $x$, put $u_i=x_{iM}-x_{Mi}$. Then

$$\langle x,\tilde Qx\rangle=\langle x_{\rm old},Qx_{\rm old}\rangle+\sum_{ik}\bar u_i(\delta_{ik}-g_{ki})u_k .$$

Swapping $i$ and $k$ turns the last sum into the form of $I-g$ on $\bar u$. So $\tilde Q\ge0$ exactly when $Q\ge0$ and $g\le I$: for the forward direction, take $x$ supported first on old pairs, then on mixed ones.

In $\tilde G$ the only new block that can be nonzero is $\tilde G_{iMkM}=g_{ik}$, so

$$\langle x,\tilde Gx\rangle=\langle x_{\rm old},Gx_{\rm old}\rangle+\sum_{ik}\bar x_{iM}g_{ik}x_{kM},$$

and $\tilde G\ge0$ exactly when $G\ge0$ and $g\ge0$.

The forms of $D$ and $g$ gain nothing, and that of $I-g$ gains $|v_M|^2$. Antisymmetry, trace and contraction survive because all added terms vanish. With one-electron integrals $h_{ik}$ and two-electron integrals $V_{ijkl}=\langle ij|kl\rangle$, the energy

$$\mathrm{Re}\Big(\sum_{ik}h_{ik}g_{ik}+\tfrac12\sum_{ijkl}V_{ijkl}D_{ijkl}\Big)$$

is unchanged for the same reason. Every old feasible point therefore reappears in the larger problem at equal energy, and the infimum cannot rise.

The bound $g\le I$ matters for $Q$. Take $M=1$, $D=0$, $g_{00}=2$: here $g$, $D$, $Q$ and $G$ are all positive semidefinite, but $\tilde Q_{0101}=1-2=-1$. Positivity of these four matrices alone is thus not enough for padding. (This example violates the contraction condition for $N=2$.)

## The Lean file

```lean
import Mathlib

open scoped ComplexOrder

namespace VariationalTwoRDM

noncomputable section

/-- The Kronecker delta of two orbitals. -/
def delta {M : ℕ} (i j : Fin M) : ℂ := if i = j then 1 else 0

/-- Extension of a family over `M` orbitals by the value zero on one extra orbital. -/
def ext0 {M : ℕ} {β : Type} [Zero β] (f : Fin M → β) : Fin (M + 1) → β :=
  Fin.snoc (α := fun _ => β) f 0

/-- The one-body matrix padded by zeros for one extra orbital. -/
def padOne {M : ℕ} (g : Fin M → Fin M → ℂ) : Fin (M + 1) → Fin (M + 1) → ℂ :=
  ext0 fun i => ext0 (g i)

/-- The pair matrix padded by zeros for one extra orbital. -/
def padTwo {M : ℕ} (D : Fin M → Fin M → Fin M → Fin M → ℂ) :
    Fin (M + 1) → Fin (M + 1) → Fin (M + 1) → Fin (M + 1) → ℂ :=
  ext0 fun i => ext0 fun j => ext0 fun k => ext0 (D i j k)

/-- The quadratic form of a one-body matrix. -/
def oneForm {M : ℕ} (g : Fin M → Fin M → ℂ) (v : Fin M → ℂ) : ℂ :=
  ∑ i, ∑ k, star (v i) * g i k * v k

/-- The quadratic form of a matrix indexed by pairs of orbitals. -/
def pairForm {M : ℕ} (K : Fin M → Fin M → Fin M → Fin M → ℂ) (x : Fin M → Fin M → ℂ) : ℂ :=
  ∑ i, ∑ j, ∑ k, ∑ l, star (x i j) * K i j k l * x k l

/-- The one-hole matrix `I - g`. -/
def oneHole {M : ℕ} (g : Fin M → Fin M → ℂ) (i k : Fin M) : ℂ := delta i k - g i k

/-- The two-hole matrix Q, the expression of `⟨aᵢ aⱼ a†ₗ a†ₖ⟩` through `D` and `g`. -/
def twoHole {M : ℕ} (D : Fin M → Fin M → Fin M → Fin M → ℂ) (g : Fin M → Fin M → ℂ)
    (i j k l : Fin M) : ℂ :=
  delta i k * delta j l - delta i l * delta j k - delta i k * g l j - delta j l * g k i
    + delta i l * g k j + delta j k * g l i + D k l i j

/-- The particle-hole matrix G, the expression of `⟨a†ᵢ aⱼ a†ₗ aₖ⟩` through `D` and `g`. -/
def particleHole {M : ℕ} (D : Fin M → Fin M → Fin M → Fin M → ℂ) (g : Fin M → Fin M → ℂ)
    (i j k l : Fin M) : ℂ :=
  delta j l * g i k - D i l k j

/-- The constraints of the relaxed `N`-electron problem: `0 ≤ g ≤ I`, positive semidefinite
D, Q and G, antisymmetry of `D`, trace `N` of `g`, and contraction of `D` to `(N - 1) g`. -/
structure Feasible {M : ℕ} (N : ℕ) (D : Fin M → Fin M → Fin M → Fin M → ℂ)
    (g : Fin M → Fin M → ℂ) : Prop where
  one_pos : ∀ v, 0 ≤ oneForm g v
  hole_pos : ∀ v, 0 ≤ oneForm (oneHole g) v
  D_pos : ∀ x, 0 ≤ pairForm D x
  Q_pos : ∀ x, 0 ≤ pairForm (twoHole D g) x
  G_pos : ∀ x, 0 ≤ pairForm (particleHole D g) x
  anti_left : ∀ i j k l, D j i k l = -D i j k l
  anti_right : ∀ i j k l, D i j l k = -D i j k l
  number : ∑ i, g i i = (N : ℂ)
  contract : ∀ i k, ∑ j, D i j k j = ((N : ℂ) - 1) * g i k

/-- The energy of `D` and `g` for one-electron integrals `h` and two-electron integrals `V`. -/
def energy {M : ℕ} (h : Fin M → Fin M → ℂ) (V D : Fin M → Fin M → Fin M → Fin M → ℂ)
    (g : Fin M → Fin M → ℂ) : ℝ :=
  (∑ i, ∑ k, h i k * g i k + 1 / 2 * ∑ i, ∑ j, ∑ k, ∑ l, V i j k l * D i j k l).re

/-- The relaxed energy: the infimum, in the extended reals, of the energy over all
feasible `D` and `g`. -/
def relaxedEnergy {M : ℕ} (N : ℕ) (h : Fin M → Fin M → ℂ)
    (V : Fin M → Fin M → Fin M → Fin M → ℂ) : EReal :=
  ⨅ (D : Fin M → Fin M → Fin M → Fin M → ℂ) (g : Fin M → Fin M → ℂ) (_ : Feasible N D g),
    ((energy h V D g : ℝ) : EReal)

/-- A padded family keeps its values on the old orbitals and vanishes on the new one. -/
theorem ext0_apply {M : ℕ} {β : Type} [Zero β] (f : Fin M → β) :
    (∀ i : Fin M, ext0 f i.castSucc = f i) ∧ ext0 f (Fin.last M) = 0 := by
  constructor
  · intro i
    simp [ext0]
  · simp [ext0]

/-- The Kronecker delta over `M + 1` orbitals agrees with that over `M` orbitals on the old ones, is
zero between an old orbital and the new one, and is one for the new orbital with itself. -/
theorem delta_apply {M : ℕ} :
    (∀ i j : Fin M, delta i.castSucc j.castSucc = delta i j) ∧
    (∀ i : Fin M, delta i.castSucc (Fin.last M) = 0) ∧
    (∀ i : Fin M, delta (Fin.last M) i.castSucc = 0) ∧
    delta (Fin.last M) (Fin.last M) = 1 :=
  ⟨fun i j => by simp [delta],
   fun i => by simp [delta, (Fin.castSucc_lt_last i).ne],
   fun i => by simp [delta, (Fin.castSucc_lt_last i).ne'],
   by simp [delta]⟩

/-- The Q matrix computed from the padded `D` and `g` is positive semidefinite exactly when the old
Q matrix is and `g ≤ I`. -/
theorem twoHole_pad_iff {M : ℕ} (D : Fin M → Fin M → Fin M → Fin M → ℂ)
    (g : Fin M → Fin M → ℂ) :
    (∀ x, 0 ≤ pairForm (twoHole (padTwo D) (padOne g)) x) ↔
      (∀ x, 0 ≤ pairForm (twoHole D g) x) ∧ ∀ v, 0 ≤ oneForm (oneHole g) v := by
  -- the transposed one-hole form is the one-hole form of the conjugate vector
  have tr : ∀ u : Fin M → ℂ, oneForm (fun i k => delta i k - g k i) u =
      oneForm (oneHole g) (fun i => star (u i)) := by
    intro u
    unfold oneForm
    rw [Finset.sum_comm]
    refine Finset.sum_congr rfl fun i _ => Finset.sum_congr rfl fun k _ => ?_
    have hd : delta k i = delta i k := by simp [delta, eq_comm]
    simp only [oneHole, star_star, hd]
    ring
  -- mixed pairs enter only through their antisymmetric amplitude
  have split : ∀ x, pairForm (twoHole (padTwo D) (padOne g)) x =
      pairForm (twoHole D g) (fun i j => x i.castSucc j.castSucc) +
      oneForm (fun i k => delta i k - g k i)
        (fun i => x i.castSucc (Fin.last M) - x (Fin.last M) i.castSucc) := by
    intro x
    simp only [pairForm, oneForm, twoHole, padTwo, padOne, ext0_apply, delta_apply,
      Pi.zero_apply, Fin.sum_univ_castSucc, mul_zero, zero_mul, mul_one, one_mul,
      add_zero, zero_add, star_sub, mul_add, add_mul, mul_sub, sub_mul,
      Finset.sum_add_distrib, Finset.sum_sub_distrib, Finset.sum_const_zero]
    ring
  constructor
  · intro h
    refine ⟨fun x => ?_, fun v => ?_⟩
    · have h1 := h (padOne x)
      rw [split] at h1
      simpa [pairForm, oneForm, padOne, ext0_apply] using h1
    · have h1 := h (fun p q => ext0 (fun i => star (v i)) p * delta q (Fin.last M))
      rw [split, tr] at h1
      simpa [pairForm, oneForm, ext0_apply, delta_apply] using h1
  · rintro ⟨hQ, hg⟩ x
    rw [split, tr]
    exact add_nonneg (hQ _) (hg _)

/-- The G matrix computed from the padded `D` and `g` is positive semidefinite exactly when the old
G matrix is and `g ≥ 0`. -/
theorem particleHole_pad_iff {M : ℕ} (D : Fin M → Fin M → Fin M → Fin M → ℂ)
    (g : Fin M → Fin M → ℂ) :
    (∀ x, 0 ≤ pairForm (particleHole (padTwo D) (padOne g)) x) ↔
      (∀ x, 0 ≤ pairForm (particleHole D g) x) ∧ ∀ v, 0 ≤ oneForm g v := by
  have split : ∀ x, pairForm (particleHole (padTwo D) (padOne g)) x =
      pairForm (particleHole D g) (fun i j => x i.castSucc j.castSucc) +
      oneForm g (fun i => x i.castSucc (Fin.last M)) := by
    intro x
    simp only [pairForm, oneForm, particleHole, padTwo, padOne, ext0_apply, delta_apply,
      Pi.zero_apply, Fin.sum_univ_castSucc, mul_zero, zero_mul, one_mul, sub_zero,
      add_zero, zero_add, Finset.sum_add_distrib, Finset.sum_const_zero]
  constructor
  · intro h
    refine ⟨fun x => ?_, fun v => ?_⟩
    · have h1 := h (padOne x)
      rw [split] at h1
      simpa [pairForm, oneForm, padOne, ext0_apply] using h1
    · have h1 := h (fun p q => ext0 v p * delta q (Fin.last M))
      rw [split] at h1
      simpa [pairForm, oneForm, ext0_apply, delta_apply] using h1
  · rintro ⟨hG, hg⟩ x
    rw [split]
    exact add_nonneg (hG _) (hg _)

/-- Padding by zeros for one extra orbital preserves every constraint of the relaxed
`N`-electron problem. -/
theorem Feasible.pad {M N : ℕ} {D : Fin M → Fin M → Fin M → Fin M → ℂ}
    {g : Fin M → Fin M → ℂ} (h : Feasible N D g) : Feasible N (padTwo D) (padOne g) where
  one_pos v := by
    have e : oneForm (padOne g) v = oneForm g (fun i => v i.castSucc) := by
      simp [oneForm, Fin.sum_univ_castSucc, padOne, ext0_apply]
    rw [e]
    exact h.one_pos _
  hole_pos v := by
    have e : oneForm (oneHole (padOne g)) v =
        oneForm (oneHole g) (fun i => v i.castSucc) + star (v (Fin.last M)) * v (Fin.last M) := by
      simp [oneForm, oneHole, Fin.sum_univ_castSucc, padOne, ext0_apply, delta_apply]
    rw [e]
    exact add_nonneg (h.hole_pos _) (star_mul_self_nonneg _)
  D_pos x := by
    have e : pairForm (padTwo D) x = pairForm D (fun i j => x i.castSucc j.castSucc) := by
      simp [pairForm, Fin.sum_univ_castSucc, padTwo, ext0_apply]
    rw [e]
    exact h.D_pos _
  Q_pos := (twoHole_pad_iff D g).2 ⟨h.Q_pos, h.hole_pos⟩
  G_pos := (particleHole_pad_iff D g).2 ⟨h.G_pos, h.one_pos⟩
  anti_left i j k l := by
    cases i using Fin.lastCases <;> cases j using Fin.lastCases <;>
      cases k using Fin.lastCases <;> cases l using Fin.lastCases <;>
      simp [padTwo, ext0_apply]
    exact h.anti_left _ _ _ _
  anti_right i j k l := by
    cases i using Fin.lastCases <;> cases j using Fin.lastCases <;>
      cases k using Fin.lastCases <;> cases l using Fin.lastCases <;>
      simp [padTwo, ext0_apply]
    exact h.anti_right _ _ _ _
  number := by
    simp [Fin.sum_univ_castSucc, padOne, ext0_apply, h.number]
  contract i k := by
    cases i using Fin.lastCases <;> cases k using Fin.lastCases <;>
      simp [Fin.sum_univ_castSucc, padTwo, padOne, ext0_apply, h.contract]

/-- The energy of the padded matrices involves only the integrals on the old orbitals and
equals the old energy. -/
theorem energy_pad {M : ℕ} (h : Fin (M + 1) → Fin (M + 1) → ℂ)
    (V : Fin (M + 1) → Fin (M + 1) → Fin (M + 1) → Fin (M + 1) → ℂ)
    (D : Fin M → Fin M → Fin M → Fin M → ℂ) (g : Fin M → Fin M → ℂ) :
    energy h V (padTwo D) (padOne g) =
      energy (fun i k => h i.castSucc k.castSucc)
        (fun i j k l => V i.castSucc j.castSucc k.castSucc l.castSucc) D g := by
  simp [energy, Fin.sum_univ_castSucc, padTwo, padOne, ext0_apply]

/-- Adding one orbital, with the integrals on the old orbitals kept, cannot raise the relaxed
energy. -/
theorem relaxedEnergy_succ_le {M : ℕ} (N : ℕ) (h : Fin (M + 1) → Fin (M + 1) → ℂ)
    (V : Fin (M + 1) → Fin (M + 1) → Fin (M + 1) → Fin (M + 1) → ℂ) :
    relaxedEnergy N h V ≤
      relaxedEnergy N (fun i k => h i.castSucc k.castSucc)
        (fun i j k l => V i.castSucc j.castSucc k.castSucc l.castSucc) := by
  refine le_iInf fun D => le_iInf fun g => le_iInf fun hF => ?_
  -- the padded matrices are a trial point of the larger problem with the same energy
  rw [← energy_pad]
  exact iInf_le_of_le (padTwo D) (iInf_le_of_le (padOne g) (iInf_le_of_le hF.pad le_rfl))

/-- For integrals over a fixed sequence of orbitals, the relaxed energy in the basis of the
first `M` orbitals is a nonincreasing function of `M`. -/
theorem relaxedEnergy_antitone (N : ℕ) (h : ℕ → ℕ → ℂ) (V : ℕ → ℕ → ℕ → ℕ → ℂ) :
    Antitone fun M : ℕ => relaxedEnergy N (fun i k : Fin M => h i k)
      (fun i j k l : Fin M => V i j k l) :=
  antitone_nat_of_succ_le fun M =>
    relaxedEnergy_succ_le N (fun i k : Fin (M + 1) => h i k)
      (fun i j k l : Fin (M + 1) => V i j k l)

/-- Two electrons filling two orbitals, with `g = I` and the antisymmetrised product of `g`
with itself as pair matrix, satisfy all the constraints. -/
theorem feasible_witness :
    Feasible (M := 2) 2 (fun i j k l => delta i k * delta j l - delta i l * delta j k) delta := by
  have h00 : delta (0 : Fin 2) 0 = 1 := by simp [delta]
  have h01 : delta (0 : Fin 2) 1 = 0 := by simp [delta]
  have h10 : delta (1 : Fin 2) 0 = 0 := by simp [delta]
  have h11 : delta (1 : Fin 2) 1 = 1 := by simp [delta]
  refine ⟨fun v => ?_, fun v => ?_, fun x => ?_, fun x => ?_, fun x => ?_,
    fun i j k l => by ring, fun i j k l => by ring, by simp [delta], fun i k => ?_⟩
  · have e : oneForm delta v = star (v 0) * v 0 + star (v 1) * v 1 := by
      simp only [oneForm, Fin.sum_univ_two, h00, h01, h10, h11]
      ring
    rw [e]
    exact add_nonneg (star_mul_self_nonneg _) (star_mul_self_nonneg _)
  · simp [oneForm, oneHole]
  · -- only the antisymmetric combination of the two mixed pairs survives
    have e : pairForm (fun i j k l => delta i k * delta j l - delta i l * delta j k) x =
        star (x 0 1 - x 1 0) * (x 0 1 - x 1 0) := by
      simp only [pairForm, Fin.sum_univ_two, h00, h01, h10, h11, star_sub]
      ring
    rw [e]
    exact star_mul_self_nonneg _
  · have e : pairForm (twoHole
        (fun i j k l => delta i k * delta j l - delta i l * delta j k) delta) x = 0 := by
      simp only [pairForm, twoHole, Fin.sum_univ_two, h00, h01, h10, h11]
      ring
    rw [e]
  · have e : pairForm (particleHole
        (fun i j k l => delta i k * delta j l - delta i l * delta j k) delta) x =
        star (x 0 0 + x 1 1) * (x 0 0 + x 1 1) := by
      simp only [pairForm, particleHole, Fin.sum_univ_two, h00, h01, h10, h11, star_add]
      ring
    rw [e]
    exact star_mul_self_nonneg _
  · fin_cases i <;> fin_cases k <;> norm_num [delta, Fin.sum_univ_two]

end

end VariationalTwoRDM
```

```lean
#print axioms VariationalTwoRDM.relaxedEnergy_succ_le
#print axioms VariationalTwoRDM.relaxedEnergy_antitone
```

```
'VariationalTwoRDM.relaxedEnergy_succ_le' depends on axioms: [propext, Classical.choice, Quot.sound]
'VariationalTwoRDM.relaxedEnergy_antitone' depends on axioms: [propext, Classical.choice, Quot.sound]
```

## What the theorems say, and how they are proved

`Feasible` lists the constraints. Its `0 ≤` on complex numbers means real and nonnegative, so Hermiticity is implied. `relaxedEnergy` is an infimum in the extended reals, equal to $+\infty$ if nothing is feasible. `castSucc` embeds an old orbital and `Fin.last M` is the new one. $V_{ijkl}$ is the integral $\langle ij|kl\rangle$, not antisymmetrised.

In `twoHole_pad_iff` and `particleHole_pad_iff`, `split` is the block decomposition above, obtained by separating the last term of each sum; `tr` is the index swap. `Feasible.pad` collects the constraints, and `energy_pad` gives equality of energies. `relaxedEnergy_succ_le` inserts the padded point into the larger infimum, and `relaxedEnergy_antitone` iterates over $M$. `feasible_witness` checks a filled two-orbital shell.

The guarantee concerns exact infima in finite, nested orthonormal bases. It gives neither strict decrease nor convergence to a basis-set limit, and a loosely converged solver can report energies in the wrong order. The expressions for $Q$ and $G$ enter as definitions; their derivation from the anticommutation relations is not formalised. Feasible matrices need not come from an $N$-electron state, so a falling relaxed energy does not show that the error of the relaxation is shrinking.
